# Products of two electron–hole excitations span C(o,2)C(v,2) dimensions

When double excitations are added to the basis of an exciton calculation, they can be listed with a < b for the virtual and i < j for the occupied spin-orbitals. This list is complete and free of redundancy. Treating electron–hole pairs as bosons gives a longer list. Part of the surplus violates Pauli exclusion; the rest repeats double excitations already listed, with their electrons and holes paired differently.

## Exchange signs and the count of independent products

Take o occupied modes i, j and v virtual modes a, b. Their annihilators c_p and creators c_p† satisfy

{c_p, c_q} = 0, {c_p†, c_q†} = 0, {c_p, c_q†} = δ_pq.

Let P_ai = c_a† c_i. Since an occupied mode i is never a virtual mode b, c_i and c_b† anticommute, so

P_ai P_bj = c_a† c_i c_b† c_j = −c_a† c_b† c_i c_j.

Exchanging the annihilators or the creators changes the sign:

P_ai P_bj = −P_aj P_bi = −P_bi P_aj.

If a = b or i = j, the product equals its own negative and vanishes. Every other product is, up to sign, one with a < b and i < j, so these span.

For independence, suppose that Σ g_a'b'i'j' P_a'i' P_b'j' = 0, summed over a' < b' and i' < j'. Fix a < b and i < j. The product W = c_i' c_j' commutes with c_a and c_b, hence

[c_a, c_a'† c_b'† W] = δ_aa' c_b'† W − δ_ab' c_a'† W.

The anticommutator with c_b then gives

(δ_aa' δ_bb' − δ_ab' δ_ba') W.

The second term would need a = b' and b = a', which contradicts the two orderings. The same operation with c_i† and c_j† reduces W to δ_ii' δ_jj'. Only −g_abij · 1 = 0 survives, so g_abij = 0 when 1 ≠ 0. The dimension is therefore C(o,2)C(v,2), which is zero if o or v is 1. This counts operators. Acting on the determinant with all occupied modes filled and all virtual modes empty, the ordered products give distinct determinants up to sign, so the doubly excited states have the same count.

Two bosons distributed over ov excitations have ov(ov+1)/2 states. For o, v ≥ 1,

C(o,2)C(v,2) = ov(o−1)(v−1)/4 < ov(ov+1)/2,

because (o−1)(v−1) < 2(ov+1). For o = v = 2 the numbers are 1 and 10.

## Modes and pair operators in Lean

```lean
import Mathlib

open Module

namespace PairExcitationCounting

noncomputable section
```

`IsCAR` states the anticommutation relations in a ring. `cd` stands for c†, but no adjoint operation is assumed.

```lean
/-- The canonical anticommutation relations for annihilators `c` and creators `cd`. -/
structure IsCAR {m A : Type*} [DecidableEq m] [Ring A] (c cd : m → A) : Prop where
  ann : ∀ p q, c p * c q + c q * c p = 0
  cre : ∀ p q, cd p * cd q + cd q * cd p = 0
  mixed : ∀ p q, c p * cd q + cd q * c p = if p = q then 1 else 0
```

The modes are `Fin v ⊕ Fin o`: `Sum.inl` marks a virtual mode and `Sum.inr` an occupied one. These are only labels; no reference determinant or Hamiltonian enters.

```lean
variable {o v : ℕ} {A : Type*} [Ring A] [Algebra ℂ A] {c cd : Fin v ⊕ Fin o → A}

/-- The pair excitation `P_ai = c_a† c_i` from occupied mode `i` to virtual mode `a`. -/
def excite (c cd : Fin v ⊕ Fin o → A) (a : Fin v) (i : Fin o) : A :=
  cd (Sum.inl a) * c (Sum.inr i)
```

`doubleSpace` is the complex span of all products, and `orderedDouble` lists the candidates for its basis.

```lean
/-- The space spanned by all products `P_ai P_bj` of two pair excitations. -/
def doubleSpace (c cd : Fin v ⊕ Fin o → A) : Submodule ℂ A :=
  Submodule.span ℂ (Set.range fun x : (Fin v × Fin o) × (Fin v × Fin o) =>
    excite c cd x.1.1 x.1.2 * excite c cd x.2.1 x.2.2)

/-- Pairs of distinct modes, listed in increasing order. -/
abbrev OrdPair (n : ℕ) := {p : Fin n × Fin n // p.1 < p.2}

/-- The double excitation `P_ai P_bj` with `a < b` and `i < j`. -/
def orderedDouble (c cd : Fin v ⊕ Fin o → A) (x : OrdPair v × OrdPair o) : A :=
  excite c cd x.1.1.1 x.2.1.1 * excite c cd x.1.1.2 x.2.1.2
```

Here `contract` means a commutator followed by an anticommutator, not a Wick contraction.

```lean
/-- Commutator with `x₁` followed by anticommutator with `x₂`. -/
def contract (x₁ x₂ : A) : A →ₗ[ℂ] A :=
  (LinearMap.mulLeft ℂ x₂ + LinearMap.mulRight ℂ x₂) ∘ₗ
    (LinearMap.mulLeft ℂ x₁ - LinearMap.mulRight ℂ x₁)
```

## Signs, exclusion and independence

The first three theorems are the sign rules derived above. `linear_combination` uses the vanishing anticommutator of c_i and c_b†, multiplied by c_a† on the left and c_j on the right.

```lean
omit [Algebra ℂ A] in
/-- Normal ordering under the anticommutation relations: `P_ai P_bj = -c_a† c_b† c_i c_j`. -/
theorem normal_order (h : IsCAR c cd) (a b : Fin v) (i j : Fin o) :
    excite c cd a i * excite c cd b j =
      -(cd (Sum.inl a) * cd (Sum.inl b) * (c (Sum.inr i) * c (Sum.inr j))) := by
  have h0 : c (Sum.inr i) * cd (Sum.inl b) + cd (Sum.inl b) * c (Sum.inr i) = 0 := by
    rw [h.mixed]; simp
  unfold excite
  linear_combination (norm := noncomm_ring) cd (Sum.inl a) * h0 * c (Sum.inr j)

omit [Algebra ℂ A] in
/-- Under the anticommutation relations, a product of two pair excitations changes sign when the two
occupied modes are exchanged, and also when the two virtual modes are exchanged. -/
theorem exchange (h : IsCAR c cd) (a b : Fin v) (i j : Fin o) :
    excite c cd a i * excite c cd b j = -(excite c cd a j * excite c cd b i) ∧
    excite c cd a i * excite c cd b j = -(excite c cd b i * excite c cd a j) := by
  simp only [normal_order h]
  constructor
  · rw [eq_neg_of_add_eq_zero_left (h.ann (Sum.inr i) (Sum.inr j)), mul_neg]
  · rw [eq_neg_of_add_eq_zero_left (h.cre (Sum.inl a) (Sum.inl b)), neg_mul]

/-- Pauli exclusion: under the anticommutation relations, two pair excitations that share a virtual
mode, or share an occupied mode, have product zero. -/
theorem pauli (h : IsCAR c cd) (a b : Fin v) (i j : Fin o) :
    excite c cd a i * excite c cd a j = 0 ∧ excite c cd a i * excite c cd b i = 0 := by
  have hz : ∀ x : A, x = -x → x = 0 := fun x hx => by
    have h2 : (2 : ℂ) • x = 0 := by
      rw [two_smul]; exact eq_neg_iff_add_eq_zero.1 hx
    exact (smul_eq_zero.1 h2).resolve_left two_ne_zero
  exact ⟨hz _ (exchange h a a i j).2, hz _ (exchange h a b i i).1⟩
```

`contract_pair` is the determinant formula for general scalars: `e1` evaluates the commutator, `e2` the anticommutator.

```lean
/-- If the anticommutators of `x₁, x₂` with `y, z` are scalars and `x₁, x₂` commute with
`W`, contraction removes `y z` from `y z W` and leaves the determinant of these scalars. -/
theorem contract_pair {x₁ x₂ y z W : A} {s₁₁ s₁₂ s₂₁ s₂₂ : ℂ}
    (h₁₁ : x₁ * y + y * x₁ = s₁₁ • (1 : A)) (h₁₂ : x₁ * z + z * x₁ = s₁₂ • (1 : A))
    (h₂₁ : x₂ * y + y * x₂ = s₂₁ • (1 : A)) (h₂₂ : x₂ * z + z * x₂ = s₂₂ • (1 : A))
    (hW₁ : x₁ * W = W * x₁) (hW₂ : x₂ * W = W * x₂) :
    contract x₁ x₂ (y * z * W) = (s₁₁ * s₂₂ - s₁₂ * s₂₁) • W := by
  have e1 : x₁ * (y * z * W) - y * z * W * x₁ = s₁₁ • (z * W) - s₁₂ • (y * W) := by
    have e : x₁ * (y * z * W) - y * z * W * x₁ = (x₁ * y + y * x₁) * (z * W)
        - y * ((x₁ * z + z * x₁) * W) + y * z * (x₁ * W - W * x₁) := by noncomm_ring
    rw [e, h₁₁, h₁₂, sub_eq_zero.2 hW₁]
    simp only [smul_mul_assoc, mul_smul_comm, one_mul, mul_zero, add_zero]
  have e2 : ∀ (t : A) (s : ℂ), x₂ * t + t * x₂ = s • (1 : A) →
      x₂ * (t * W) + t * W * x₂ = s • W := fun t s ht => by
    have e : x₂ * (t * W) + t * W * x₂ =
        (x₂ * t + t * x₂) * W - t * (x₂ * W - W * x₂) := by noncomm_ring
    rw [e, ht, sub_eq_zero.2 hW₂, mul_zero, sub_zero, smul_mul_assoc, one_mul]
  change x₂ * (x₁ * (y * z * W) - y * z * W * x₁)
    + (x₁ * (y * z * W) - y * z * W * x₁) * x₂ = _
  rw [e1, sub_smul, mul_smul, mul_smul, ← e2 z _ h₂₂, ← e2 y _ h₂₁]
  simp only [mul_sub, sub_mul, mul_smul_comm, smul_mul_assoc, smul_add]
  abel
```

In the next proof, `det` removes the exchange term for ordered pairs, and `hF` applies both contractions to each product. Applying them to the vanishing sum isolates one coefficient. `Nontrivial A` supplies 1 ≠ 0.

```lean
/-- In a nontrivial algebra, under the anticommutation relations, the double excitations with
`a < b` and `i < j` are linearly independent. -/
theorem ordered_linearIndependent [Nontrivial A] (h : IsCAR c cd) :
    LinearIndependent ℂ (orderedDouble c cd) := by
  have hv : ∀ p q : Fin v, c (Sum.inl p) * cd (Sum.inl q) + cd (Sum.inl q) * c (Sum.inl p)
      = (if p = q then (1 : ℂ) else 0) • (1 : A) := fun p q => by
    rw [h.mixed]; by_cases e : p = q <;> simp [e]
  have ho : ∀ p q : Fin o, cd (Sum.inr p) * c (Sum.inr q) + c (Sum.inr q) * cd (Sum.inr p)
      = (if p = q then (1 : ℂ) else 0) • (1 : A) := fun p q => by
    rw [add_comm, h.mixed]
    by_cases e : p = q
    · simp [e]
    · simp [e, Ne.symm e]
  have comm : ∀ x u w : A, x * u + u * x = 0 → x * w + w * x = 0 →
      x * (u * w) = u * w * x := fun x u w h1 h2 => by
    linear_combination (norm := noncomm_ring) h1 * w - u * h2
  -- for ordered pairs the exchange term of the determinant vanishes
  have det : ∀ {n : ℕ} {a b a' b' : Fin n}, a < b → a' < b' →
      (if a = a' then (1 : ℂ) else 0) * (if b = b' then 1 else 0)
        - (if a = b' then 1 else 0) * (if b = a' then 1 else 0)
        = if a = a' ∧ b = b' then 1 else 0 := by
    intro n a b a' b' h1 h2
    have e : (if a = b' then (1 : ℂ) else 0) * (if b = a' then 1 else 0) = 0 := by
      by_cases h3 : a = b'
      · have h4 : b ≠ a' := fun h4 => lt_asymm h1 (by rw [h3, h4]; exact h2)
        rw [if_neg h4, mul_zero]
      · rw [if_neg h3, zero_mul]
    rw [e, sub_zero, ite_and]
    split_ifs <;> simp
  rw [Fintype.linearIndependent_iff]
  intro g hg k
  obtain ⟨⟨⟨a, b⟩, hab⟩, ⟨⟨i, j⟩, hij⟩⟩ := k
  -- two contractions isolate one coefficient
  have hF : ∀ y, contract (cd (Sum.inr i)) (cd (Sum.inr j))
      (contract (c (Sum.inl a)) (c (Sum.inl b)) (orderedDouble c cd y)) =
      (if (⟨⟨(a, b), hab⟩, ⟨(i, j), hij⟩⟩ : OrdPair v × OrdPair o) = y
        then (-1 : ℂ) else 0) • (1 : A) := by
    rintro ⟨⟨⟨a', b'⟩, h1⟩, ⟨⟨i', j'⟩, h2⟩⟩
    have e1 := contract_pair (hv a a') (hv a b') (hv b a') (hv b b')
      (comm _ _ _ (h.ann _ (Sum.inr i')) (h.ann _ (Sum.inr j')))
      (comm _ _ _ (h.ann _ (Sum.inr i')) (h.ann _ (Sum.inr j')))
    have e2 := contract_pair (W := 1) (ho i i') (ho i j') (ho j i') (ho j j')
      (by simp) (by simp)
    rw [det (show a < b from hab) (show a' < b' from h1)] at e1
    rw [det (show i < j from hij) (show i' < j' from h2), mul_one] at e2
    simp only [orderedDouble]
    rw [normal_order h, map_neg, e1, map_neg, map_smul, e2]
    by_cases p : a = a' ∧ b = b' <;> by_cases q : i = i' ∧ j = j' <;> simp [p, q]
  have hs := congrArg (fun x => contract (cd (Sum.inr i)) (cd (Sum.inr j))
    (contract (c (Sum.inl a)) (c (Sum.inl b)) x)) hg
  simp only [map_sum, map_smul, hF, map_zero] at hs
  simpa [ite_smul, smul_ite] using hs
```

Spanning follows by comparing a with b and i with j, using exchange or exclusion as required.

```lean
/-- Under the anticommutation relations, the double excitations with `a < b` and `i < j` span the
same space as all products `P_ai P_bj`. -/
theorem span_ordered (h : IsCAR c cd) :
    Submodule.span ℂ (Set.range (orderedDouble c cd)) = doubleSpace c cd := by
  apply le_antisymm
  · apply Submodule.span_mono
    rintro _ ⟨x, rfl⟩
    exact ⟨((x.1.1.1, x.2.1.1), (x.1.1.2, x.2.1.2)), rfl⟩
  · have key : ∀ a b i j, a < b → excite c cd a i * excite c cd b j ∈
        Submodule.span ℂ (Set.range (orderedDouble c cd)) := by
      intro a b i j hab
      rcases lt_trichotomy i j with hij | rfl | hij
      · exact Submodule.subset_span ⟨(⟨(a, b), hab⟩, ⟨(i, j), hij⟩), rfl⟩
      · rw [(pauli h a b i i).2]; exact Submodule.zero_mem _
      · rw [(exchange h a b i j).1]
        exact Submodule.neg_mem _
          (Submodule.subset_span ⟨(⟨(a, b), hab⟩, ⟨(j, i), hij⟩), rfl⟩)
    apply Submodule.span_le.2
    rintro _ ⟨⟨⟨a, i⟩, ⟨b, j⟩⟩, rfl⟩
    change excite c cd a i * excite c cd b j ∈ Submodule.span ℂ _
    rcases lt_trichotomy a b with hab | rfl | hab
    · exact key a b i j hab
    · rw [(pauli h a a i j).1]; exact Submodule.zero_mem _
    · rw [(exchange h a b i j).2]; exact Submodule.neg_mem _ (key b a i j hab)
```

The dimension, `finrank`, is then the number of ways to choose a < b together with i < j.

```lean
/-- In a nontrivial algebra, under the anticommutation relations, the products of two pair
excitations span a space of dimension exactly `C(o,2) C(v,2)`. -/
theorem finrank_doubleSpace [Nontrivial A] (h : IsCAR c cd) :
    finrank ℂ (doubleSpace c cd) = o.choose 2 * v.choose 2 := by
  have card : ∀ n : ℕ, Fintype.card (OrdPair n) = n.choose 2 := fun n => by
    have e : ∀ b : Fin n, ∑ a : Fin n, (if a < b then 1 else 0) = (b : ℕ) := fun b => by
      rw [← Finset.card_filter, ← Fin.card_Iio b]
      congr 1; ext a; simp
    rw [Fintype.card_subtype, Finset.card_filter, Fintype.sum_prod_type_right]
    simp only [e]
    rw [Fin.sum_univ_eq_sum_range (fun i => i) n, Finset.sum_range_id, Nat.choose_two_right]
  rw [← span_ordered h, finrank_span_eq_card (ordered_linearIndependent h),
    Fintype.card_prod, card, card, mul_comm]
```

## The bosonic surplus

`Sym2` is the type of unordered pairs, repetition allowed, so amplitudes on it describe two bosons. `bosonMap` is well defined because two exchanges show that pair excitations commute.

```lean
/-- The map from two-boson amplitudes, indexed by unordered pairs of excitations, to
fermionic operators: the pair `{ai, bj}` is sent to `P_ai P_bj`. -/
def bosonMap (h : IsCAR c cd) : (Sym2 (Fin v × Fin o) → ℂ) →ₗ[ℂ] A :=
  Fintype.linearCombination ℂ (Sym2.lift
    ⟨fun x y => excite c cd x.1 x.2 * excite c cd y.1 y.2, fun x y => by
      change excite c cd x.1 x.2 * excite c cd y.1 y.2 =
        excite c cd y.1 y.2 * excite c cd x.1 x.2
      rw [(exchange h x.1 y.1 x.2 y.2).1, (exchange h x.1 y.1 y.2 x.2).2, neg_neg]⟩)
```

The range of this map is `doubleSpace`, and rank–nullity gives the dimension of its kernel. "Spurious" in the theorem's name refers to these amplitudes, whose fermionic operator is zero.

```lean
/-- In a nontrivial algebra, under the anticommutation relations, the two-boson amplitudes whose
fermionic operator vanishes form a space of dimension `ov(ov+1)/2 - C(o,2) C(v,2)`. -/
theorem finrank_spurious [Nontrivial A] (h : IsCAR c cd) :
    finrank ℂ (LinearMap.ker (bosonMap h)) + o.choose 2 * v.choose 2
      = o * v * (o * v + 1) / 2 := by
  have hr : LinearMap.range (bosonMap h) = doubleSpace c cd := by
    rw [bosonMap, Fintype.range_linearCombination, doubleSpace]
    congr 1
    ext x
    constructor
    · rintro ⟨s, rfl⟩
      induction s using Sym2.ind with
      | _ p q => exact ⟨(p, q), rfl⟩
    · rintro ⟨⟨p, q⟩, rfl⟩
      exact ⟨s(p, q), rfl⟩
  have hn := LinearMap.finrank_range_add_finrank_ker (bosonMap h)
  rw [hr, finrank_doubleSpace h, finrank_fintype_fun_eq_card, Sym2.card, Fintype.card_prod,
    Fintype.card_fin, Fintype.card_fin, Nat.choose_two_right (v * o + 1),
    Nat.add_sub_cancel] at hn
  have e : (v * o + 1) * (v * o) = o * v * (o * v + 1) := by ring
  rw [e] at hn
  exact (add_comm _ _).trans hn
```

The strict inequality is proved after writing o = m+1 and v = n+1.

```lean
/-- With at least one occupied and one virtual mode, in a nontrivial algebra and under the
anticommutation relations, the products of two pair excitations span fewer dimensions than the
`ov(ov+1)/2` two-boson states. -/
theorem doubleSpace_lt_bosonic [Nontrivial A] (h : IsCAR c cd) (ho : 1 ≤ o) (hv : 1 ≤ v) :
    finrank ℂ (doubleSpace c cd) < o * v * (o * v + 1) / 2 := by
  rw [finrank_doubleSpace h]
  clear h
  obtain ⟨m, rfl⟩ := Nat.exists_eq_add_of_le' ho
  obtain ⟨n, rfl⟩ := Nat.exists_eq_add_of_le' hv
  have t : ∀ k : ℕ, (k + 1) * k = (k + 1).choose 2 * 2 := fun k => by
    simpa using Nat.add_one_mul_choose_eq k 1
  have h4 : 4 * ((m + 1).choose 2 * (n + 1).choose 2) = (m + 1) * m * ((n + 1) * n) := by
    rw [t m, t n]; ring
  have hp : 1 * 4 ≤ (m + 1) * (n + 1) * (m * n + 2 * m + 2 * n + 4) :=
    Nat.mul_le_mul (Nat.succ_le_of_lt (by positivity)) (Nat.le_add_left 4 _)
  refine (Nat.le_div_iff_mul_le two_pos).2 ?_
  nlinarith [h4, hp]
```

The difference between the two dimensions counts the redundant amplitudes when double excitations are described as pairs of bosons. It does not predict the number of spurious roots in a particular Bethe–Salpeter or RPA calculation, since the theorems contain no Hamiltonian or interaction kernel.

## Fock space satisfies the relations

The exterior algebra provides a concrete model for every o and v: creation multiplies by a basis vector, and annihilation contracts with a coordinate.

```lean
/-- The exterior algebra of `m → ℂ`; for a finite set of modes `m` this is Fock space. -/
abbrev Fock (m : Type) := ExteriorAlgebra ℂ (m → ℂ)

/-- Creation on Fock space: left multiplication by the mode's basis vector. -/
def create {m : Type} [DecidableEq m] (p : m) : Module.End ℂ (Fock m) :=
  LinearMap.mulLeft ℂ (ExteriorAlgebra.ι ℂ (Pi.single p 1))

/-- Annihilation on Fock space: contraction with the mode's coordinate. -/
def annihilate {m : Type} (p : m) : Module.End ℂ (Fock m) :=
  CliffordAlgebra.contractLeft (Q := (0 : QuadraticForm ℂ (m → ℂ))) (LinearMap.proj p)

/-- The operators on Fock space form a nontrivial algebra, in which annihilation and creation
satisfy the canonical anticommutation relations. -/
theorem isCAR_witness (m : Type) [DecidableEq m] :
    Nontrivial (Module.End ℂ (Fock m)) ∧
      IsCAR (annihilate : m → Module.End ℂ (Fock m)) create := by
  refine ⟨inferInstance, ⟨fun p q => ?_, fun p q => ?_, fun p q => ?_⟩⟩
  · exact LinearMap.ext fun x =>
      eq_neg_iff_add_eq_zero.1 (CliffordAlgebra.contractLeft_comm _ _ x)
  · refine LinearMap.ext fun x => ?_
    change ExteriorAlgebra.ι ℂ (Pi.single p 1) * (ExteriorAlgebra.ι ℂ (Pi.single q 1) * x)
      + ExteriorAlgebra.ι ℂ (Pi.single q 1) * (ExteriorAlgebra.ι ℂ (Pi.single p 1) * x) = 0
    rw [← mul_assoc, ← mul_assoc, ← add_mul, ExteriorAlgebra.ι_add_mul_swap, zero_mul]
  · refine LinearMap.ext fun x => ?_
    have hx := CliffordAlgebra.contractLeft_ι_mul (Q := (0 : QuadraticForm ℂ (m → ℂ)))
      (d := LinearMap.proj p) (Pi.single q 1) x
    calc _ = (Pi.single q (1 : ℂ) : m → ℂ) p • x := eq_sub_iff_add_eq.1 hx
      _ = _ := by
        by_cases e : p = q
        · subst e; simp
        · simp [e]

end

end PairExcitationCounting
```

```lean
#print axioms PairExcitationCounting.finrank_spurious
#print axioms PairExcitationCounting.doubleSpace_lt_bosonic
```

```
'PairExcitationCounting.finrank_spurious' depends on axioms: [propext, Classical.choice, Quot.sound]
'PairExcitationCounting.doubleSpace_lt_bosonic' depends on axioms: [propext, Classical.choice, Quot.sound]
```
